# A real K-orbital basis cannot fix a potential on more than K(K+1)/2 grid points

To recover a local potential from its Hamiltonian in a finite orbital basis, one must first say which potentials are allowed; here they are all real functions on $M$ grid points. The values of $K$ real orbitals form an $M\times K$ matrix $B$, with $B_{xa}$ the value of orbital $a$ at point $x$. The Hamiltonian of a potential $v$ is $H(v)=T+B^T\mathrm{diag}(v)B$, where $T$ is any fixed one-body matrix, such as the kinetic energy.

**Claim.** If $M>K(K+1)/2$, some $u\neq0$ satisfies $B^T\mathrm{diag}(u)B=0$. Then $H(v+tu)=H(v)$ for every $T$, $v$ and real $t$, while $\|v+tu\|$ is unbounded in $t$.

## Counting orbital products

The matrix elements of a potential $u$ are

$$V_{ab}=\sum_x u_x B_{xa}B_{xb}.$$

Since $V_{ab}=V_{ba}$, the condition $V=0$ is one linear equation for each unordered pair of orbitals, $a=b$ included. That makes $K(K+1)/2$ equations for $M$ unknowns. By rank-nullity the solutions form a space of dimension at least $M-K(K+1)/2\ge1$, so a nonzero $u$ exists.

By linearity $H(v+tu)=H(v)+tV=H(v)$. In the maximum norm, $\|v+tu\|\ge|t|\,\|u\|-\|v\|$, which exceeds any bound for large $|t|$.

Such a $u$ is invisible to densities. For coefficients $c$,

$$c^TVc=\sum_x u_x (Bc)_x^2,$$

so $V=0$ makes every such sum vanish. Conversely, if they all vanish, subtracting those for $a$ and $b$ from that for $a+b$ leaves $2V_{ab}=0$.

**An instance with $K=2$, $M=4$.** Let the orbitals have values $(1,0,1,1)$ and $(0,1,1,-1)$, each divided by $\sqrt3$ to be orthonormal. Up to the factor $1/3$, the equations are $u_1+u_3+u_4=0$, $u_2+u_3+u_4=0$ and $u_3-u_4=0$. They are solved by $u=(-2,-2,1,1)$, and $\|tu\|=2|t|$.

## The potential matrix in Lean

The finite types `ι` and `κ` label grid points and orbitals, so $M$ and $K$ are their cardinalities.

```lean
import Mathlib

open Matrix

namespace FiniteBasisPotentialReconstruction

noncomputable section

variable {ι κ : Type*} [Fintype ι] [DecidableEq ι] [Fintype κ]
```

The potential matrix is defined as a linear map of $v$, so the invisible potentials are its kernel.

```lean
/-- The matrix `Bᵀ diag(v) B` of a local potential `v` in the orbital basis whose values on
the grid points are the rows of `B`, as a linear map of `v`. -/
def potentialMatrix (B : Matrix ι κ ℝ) : (ι → ℝ) →ₗ[ℝ] Matrix κ κ ℝ where
  toFun v := Bᵀ * diagonal v * B
  map_add' u w := by
    change Bᵀ * diagonal (u + w) * B = Bᵀ * diagonal u * B + Bᵀ * diagonal w * B
    have h : diagonal (u + w) = diagonal u + diagonal w := (Matrix.diagonal_add u w).symm
    rw [h, Matrix.mul_add, Matrix.add_mul]
  map_smul' t u := by
    change Bᵀ * diagonal (t • u) * B = t • (Bᵀ * diagonal u * B)
    rw [Matrix.diagonal_smul, Matrix.mul_smul, Matrix.smul_mul]
```

The basis need not be orthonormal or linearly independent, and `T` need not be symmetric.

```lean
/-- The finite-basis Hamiltonian: a fixed one-body matrix `T` plus the matrix of the local
potential `v`. -/
def hamiltonian (T : Matrix κ κ ℝ) (B : Matrix ι κ ℝ) (v : ι → ℝ) : Matrix κ κ ℝ :=
  T + potentialMatrix B v
```

Expanding the matrix product gives the grid sum for $V_{ab}$.

```lean
omit [Fintype κ] in
/-- A matrix element of the potential is the grid sum of the potential times the product of
the two orbitals. -/
theorem potentialMatrix_apply (B : Matrix ι κ ℝ) (v : ι → ℝ) (a b : κ) :
    potentialMatrix B v a b = ∑ x, v x * (B x a * B x b) := by
  change (Bᵀ * diagonal v * B) a b = _
  rw [Matrix.mul_apply]
  refine Finset.sum_congr rfl fun x _ => ?_
  rw [Matrix.mul_diagonal, Matrix.transpose_apply]
  ring
```

Moving $B$ onto the coefficient vector gives the quadratic form. For an orthonormal basis, division by $c^Tc$ turns it into the expectation value in the normalised orbital.

```lean
/-- The quadratic form of the potential matrix at the coefficient vector `c` is the grid sum
of the potential times the square of the orbital `B c`. -/
theorem potential_expectation (B : Matrix ι κ ℝ) (v : ι → ℝ) (c : κ → ℝ) :
    c ⬝ᵥ (potentialMatrix B v *ᵥ c) = ∑ x, v x * (B *ᵥ c) x ^ 2 := by
  change c ⬝ᵥ ((Bᵀ * diagonal v * B) *ᵥ c) = _
  rw [← Matrix.mulVec_mulVec, ← Matrix.mulVec_mulVec, Matrix.dotProduct_mulVec,
    Matrix.vecMul_transpose]
  refine Finset.sum_congr rfl fun x _ => ?_
  rw [Matrix.mulVec_diagonal]
  ring
```

The reverse direction below inserts unit vectors and their sum, which is the subtraction made above.

```lean
/-- A potential has zero matrix in the basis if and only if its grid sum against the density
of every orbital in the span of the basis vanishes. -/
theorem invisible_iff_orthogonal_to_densities (B : Matrix ι κ ℝ) (u : ι → ℝ) :
    potentialMatrix B u = 0 ↔ ∀ c : κ → ℝ, ∑ x, u x * (B *ᵥ c) x ^ 2 = 0 := by
  classical
  constructor
  · intro hu c
    rw [← potential_expectation, hu, Matrix.zero_mulVec, dotProduct_zero]
  · intro h
    have hs : ∀ (a : κ) (x : ι), (B *ᵥ (Pi.single a 1 : κ → ℝ)) x = B x a := by
      intro a x
      simp [Matrix.mulVec, dotProduct, Pi.single_apply]
    ext a b
    -- polarisation: compare the densities of the orbitals a, b and a + b
    have ha := h (Pi.single a 1)
    have hb := h (Pi.single b 1)
    have hab := h (Pi.single a 1 + Pi.single b 1)
    rw [Matrix.mulVec_add] at hab
    simp only [Pi.add_apply, hs] at ha hb hab
    have e : ∑ x, u x * (B x a + B x b) ^ 2 = ∑ x, u x * B x a ^ 2
        + ∑ x, u x * B x b ^ 2 + 2 * ∑ x, u x * (B x a * B x b) := by
      rw [Finset.mul_sum, ← Finset.sum_add_distrib, ← Finset.sum_add_distrib]
      exact Finset.sum_congr rfl fun x _ => by ring
    rw [potentialMatrix_apply, Matrix.zero_apply]
    linarith
```

## Dimension and unboundedness

The matrix `P` has one row per unordered pair, an element of `Sym2 κ`. Its kernel lies in that of the potential matrix, and rank-nullity gives the bound. The natural-number division by 2 is exact.

```lean
/-- With `M` grid points and `K` orbitals, the potentials whose matrix in the basis vanishes
form a space of dimension at least `M - K(K+1)/2`. -/
theorem card_le_finrank_invisible_add (B : Matrix ι κ ℝ) :
    Fintype.card ι ≤ Module.finrank ℝ (LinearMap.ker (potentialMatrix B))
      + Fintype.card κ * (Fintype.card κ + 1) / 2 := by
  classical
  -- grid sums against orbital products, one for each unordered pair of orbitals
  let P : Matrix (Sym2 κ) ι ℝ := fun p x =>
    Sym2.lift ⟨fun a b => B x a * B x b, fun a b => mul_comm _ _⟩ p
  have hker : LinearMap.ker P.mulVecLin ≤ LinearMap.ker (potentialMatrix B) := by
    intro u hu
    rw [LinearMap.mem_ker] at hu ⊢
    ext a b
    have h : ∑ x, (B x a * B x b) * u x = 0 := congrFun hu s(a, b)
    rw [potentialMatrix_apply, Matrix.zero_apply, ← h]
    exact Finset.sum_congr rfl fun x _ => mul_comm _ _
  have h1 := LinearMap.finrank_range_add_finrank_ker P.mulVecLin
  have h2 := Submodule.finrank_le (LinearMap.range P.mulVecLin)
  have h3 := Submodule.finrank_mono hker
  rw [Module.finrank_fintype_fun_eq_card] at h1 h2
  rw [Sym2.card, Nat.choose_two_right, Nat.add_sub_cancel, mul_comm] at h2
  omega
```

For a given bound $C$, the choice $t=(|C|+\|v\|+1)/\|u\|$ makes the triangle inequality sufficient.

```lean
omit [DecidableEq ι] in
/-- Adding multiples of a nonzero potential `u` to any potential `v` gives potentials of
arbitrarily large maximum norm. -/
theorem norm_unbounded_along_line {u : ι → ℝ} (hu : u ≠ 0) (v : ι → ℝ) (C : ℝ) :
    ∃ t : ℝ, C < ‖v + t • u‖ := by
  have hpos : 0 < ‖u‖ := norm_pos_iff.mpr hu
  refine ⟨(|C| + ‖v‖ + 1) / ‖u‖, ?_⟩
  set t := (|C| + ‖v‖ + 1) / ‖u‖ with ht
  have h0 : 0 ≤ t := by positivity
  have h1 : ‖t • u‖ = |C| + ‖v‖ + 1 := by
    rw [norm_smul, Real.norm_of_nonneg h0, ht, div_mul_cancel₀ _ hpos.ne']
  have h2 := norm_sub_le (v + t • u) v
  rw [add_sub_cancel_left] at h2
  linarith [le_abs_self C]
```

The main theorem takes a nonzero kernel element. This one `u` is chosen before `T`, `v` and `t`, and so serves them all.

```lean
/-- If the number of grid points exceeds `K(K+1)/2` for `K` orbitals, there is a nonzero
potential `u` with `Bᵀ diag(u) B = 0`. For all `T` and `v`, the Hamiltonians of `v + t u`
coincide for all real `t`, while the maximum norm of `v + t u` is unbounded. -/
theorem potential_not_determined_by_hamiltonian (B : Matrix ι κ ℝ)
    (hM : Fintype.card κ * (Fintype.card κ + 1) / 2 < Fintype.card ι) :
    ∃ u : ι → ℝ, u ≠ 0 ∧ Bᵀ * diagonal u * B = 0 ∧
      ∀ (T : Matrix κ κ ℝ) (v : ι → ℝ),
        (∀ t : ℝ, hamiltonian T B (v + t • u) = hamiltonian T B v) ∧
        ∀ C : ℝ, ∃ t : ℝ, C < ‖v + t • u‖ := by
  have hdim := card_le_finrank_invisible_add B
  have hne : LinearMap.ker (potentialMatrix B) ≠ ⊥ := by
    intro h
    rw [h, finrank_bot] at hdim
    omega
  obtain ⟨u, hu, hu0⟩ := Submodule.exists_mem_ne_zero_of_ne_bot hne
  rw [LinearMap.mem_ker] at hu
  refine ⟨u, hu0, hu, fun T v => ⟨fun t => ?_, norm_unbounded_along_line hu0 v⟩⟩
  rw [hamiltonian, hamiltonian, map_add, map_smul, hu, smul_zero, add_zero]
```

## A grid on which the count is sharp

The strict inequality cannot be relaxed to $M\ge K(K+1)/2$. Take the unordered pairs as grid points, and let orbital $a$ be 1 on pairs containing $a$ and 0 elsewhere. These orbitals are linearly independent but, for $K\ge2$, not orthogonal. Orthonormalising them replaces $V$ by $A^TVA$ with an invertible matrix $A$, which vanishes exactly when $V$ does, so the example also holds for an orthonormal basis.

```lean
/-- Orbital values on a grid whose points are the unordered pairs of orbitals: an orbital is
one at the pairs that contain it and zero elsewhere. -/
def pairGrid (κ : Type*) [DecidableEq κ] : Matrix (Sym2 κ) κ ℝ :=
  fun p a => if a ∈ p then 1 else 0
```

For $a\ne b$, only the point $\{a,b\}$ contains both labels, so $V_{ab}=u_{\{a,b\}}=0$. The diagonal element $V_{aa}$ then reduces to $u_{\{a,a\}}$, which vanishes too. The proof establishes these as `hoff` and `hdiag`.

```lean
/-- The bound is sharp for every number `K` of orbitals: the pair grid has exactly `K(K+1)/2`
points, and on it only the zero potential has zero matrix in the basis. -/
theorem pairGrid_determines_potential [DecidableEq κ] :
    Fintype.card (Sym2 κ) = Fintype.card κ * (Fintype.card κ + 1) / 2 ∧
      ∀ u : Sym2 κ → ℝ, potentialMatrix (pairGrid κ) u = 0 → u = 0 := by
  refine ⟨by rw [Sym2.card, Nat.choose_two_right, Nat.add_sub_cancel, mul_comm], ?_⟩
  intro u hu
  have hsum : ∀ a b, ∑ p, u p * (pairGrid κ p a * pairGrid κ p b) = 0 := by
    intro a b
    rw [← potentialMatrix_apply, hu, Matrix.zero_apply]
  -- off-diagonal elements isolate the points labelled by two different orbitals
  have hoff : ∀ a b, a ≠ b → u s(a, b) = 0 := by
    intro a b hab
    rw [← hsum a b, Finset.sum_eq_single s(a, b)]
    · simp [pairGrid]
    · intro p _ hp
      by_cases ha : a ∈ p
      · have hb : b ∉ p := fun hb => hp ((Sym2.mem_and_mem_iff hab).1 ⟨ha, hb⟩)
        simp [pairGrid, hb]
      · simp [pairGrid, ha]
    · intro h
      exact absurd (Finset.mem_univ _) h
  -- diagonal elements then give the remaining points
  have hdiag : ∀ a, u s(a, a) = 0 := by
    intro a
    rw [← hsum a a, Finset.sum_eq_single s(a, a)]
    · simp [pairGrid]
    · intro p
      induction p using Sym2.ind with
      | _ c d =>
        intro _ hp
        by_cases hcd : c = d
        · subst hcd
          have hac : a ≠ c := fun h => hp (by rw [h])
          simp [pairGrid, hac]
        · rw [hoff c d hcd, zero_mul]
    · intro h
      exact absurd (Finset.mem_univ _) h
  funext p
  induction p using Sym2.ind with
  | _ a b =>
    by_cases hab : a = b
    · subst hab
      exact hdiag a
    · exact hoff a b hab

end

end FiniteBasisPotentialReconstruction
```

```lean
#print axioms FiniteBasisPotentialReconstruction.invisible_iff_orthogonal_to_densities
#print axioms FiniteBasisPotentialReconstruction.potential_not_determined_by_hamiltonian
#print axioms FiniteBasisPotentialReconstruction.pairGrid_determines_potential
```

```
'FiniteBasisPotentialReconstruction.invisible_iff_orthogonal_to_densities' depends on axioms: [propext, Classical.choice, Quot.sound]
'FiniteBasisPotentialReconstruction.potential_not_determined_by_hamiltonian' depends on axioms: [propext, Classical.choice, Quot.sound]
'FiniteBasisPotentialReconstruction.pairGrid_determines_potential' depends on axioms: [propext, Classical.choice, Quot.sound]
```

## Potential inversion in a finite basis

Consider a Kohn–Sham inversion with a finite basis of real orbitals and a freely varied grid potential, in which the program forms $V_{ab}=\sum_x w_x v_x\phi_a(x)\phi_b(x)$ with positive quadrature weights $w_x$; setting $B_{xa}=\sqrt{w_x}\,\phi_a(x)$ recovers the form used here. Ten basis orbitals and 1000 points leave at least 945 independent directions in which the potential can change without altering the matrix, and hence the orbitals or density computed from it. A smoothness penalty or a small potential basis can narrow the choice; for a given Hamiltonian matrix, a potential basis leaves at most one candidate if its span contains no nonzero invisible potential. A target density alone fixes less: if the basis is orthonormal in the same quadrature, so that $B^TB$ is the identity, adding a nonzero constant to the potential changes the matrix but not the density at fixed electron number.

The theorems concern these grid sums and say nothing about how well the quadrature approximates integrals over continuous space.
